# Closed-form plane-wave transmission through one altered bond in a tight-binding chain

Two identical half-infinite atomic chains are joined end to end, but the contact is imperfect: an electron hops across it with a different strength than along the chains. How much of an incoming wave gets through?

Take one orbital per site, hopping between neighbouring sites only, equal on-site energies set to zero, and no interactions. Every bond has hopping $-h$ except the junction bond between sites 0 and 1, which has $-w$, with $h,w>0$. For a wave number $0<k<\pi$, measured in inverse site spacings, the transmission probability is

$$|t|^2=\frac{4h^2w^2\sin^2k}{(h^2-w^2)^2+4h^2w^2\sin^2k},$$

and it equals one exactly when $w=h$. In the Landauer picture of non-interacting electrons, this sets the conductance of a single-channel contact with one altered bond.

```lean
import Mathlib

open Complex

namespace JoinedHalfChains

noncomputable section
```

## The chain and its scattering state

Label each bond by its left end, so that $b_0=w$ and $b_n=h$ for every other integer $n$.

```lean
/-- Hopping strength of the bond between sites `n` and `n + 1`: it is `w` on the junction
bond between sites 0 and 1, and `h` on every other bond. -/
def bond (h w : ℝ) (n : ℤ) : ℝ := if n = 0 then w else h
```

The Hamiltonian acts on the site amplitudes $\psi_n$ by

$$(H\psi)_n=-b_{n-1}\psi_{n-1}-b_n\psi_{n+1}.$$

```lean
/-- The tight-binding Hamiltonian of the two joined half-chains, acting on site amplitudes. -/
def hamiltonian (h w : ℝ) (ψ : ℤ → ℂ) (n : ℤ) : ℂ :=
  -(bond h w (n - 1) : ℂ) * ψ (n - 1) - (bond h w n : ℂ) * ψ (n + 1)
```

Here `ψ : ℤ → ℂ` is any complex function on the sites. Plane waves are not square-summable, and no normalisation is imposed. From one site to the next such a wave gains the factor $z=e^{ik}$.

```lean
/-- The Bloch phase `e^{ik}` gained from one site to the next. -/
def phase (k : ℝ) : ℂ := exp (k * I)
```

A wave of unit amplitude arrives from the left. With reflected amplitude $r$ and transmitted amplitude $t$,

$$\psi_n=z^n+rz^{-n}\quad(n\le 0),\qquad \psi_n=tz^n\quad(n\ge 1).$$

```lean
/-- Incident wave plus reflected wave on the sites `n ≤ 0`, transmitted wave on the
sites `n ≥ 1`. -/
def scatteringState (k : ℝ) (r t : ℂ) (n : ℤ) : ℂ :=
  if n ≤ 0 then phase k ^ n + r * phase k ^ (-n) else t * phase k ^ n
```

This form of the state is assumed. The band energy is $E=-2h\cos k$. For $0<k<\pi$ the group velocity is positive, so $z^n$ travels to the right. It is the same on both sides, so $|t|^2$ is the transmitted fraction of the current.

```lean
/-- The band energy `E = -2h cos k`. -/
def energy (h k : ℝ) : ℝ := -2 * h * Real.cos k
```

A scattering solution satisfies $(H\psi)_n=E\psi_n$ at every site.

```lean
/-- The scattering state with amplitudes `r` and `t` obeys the lattice Schrödinger equation
at the band energy on every site. -/
def IsScatteringSolution (h w k : ℝ) (r t : ℂ) : Prop :=
  ∀ n : ℤ, hamiltonian h w (scatteringState k r t) n =
    (energy h k : ℂ) * scatteringState k r t n
```

At the junction these equations are linear in $r$ and $t$, with determinant

$$D=w^2z-h^2z^{-1}.$$

```lean
/-- The common denominator `w² e^{ik} - h² e^{-ik}` of the scattering amplitudes. -/
def denominator (h w k : ℝ) : ℂ := (w : ℂ) ^ 2 * phase k - (h : ℂ) ^ 2 * (phase k)⁻¹
```

## Two equations at the junction

Euler's formula gives $z^{\pm1}=\cos k\pm i\sin k$, hence $E=-h(z+z^{-1})$ and $z-z^{-1}=2i\sin k$.

```lean
/-- The Bloch phase and its inverse in terms of cosine and sine. -/
theorem phase_eq (k : ℝ) :
    phase k = (Real.cos k : ℂ) + (Real.sin k : ℂ) * I ∧
      (phase k)⁻¹ = (Real.cos k : ℂ) - (Real.sin k : ℂ) * I := by
  constructor
  · rw [phase, Complex.exp_mul_I, Complex.ofReal_cos, Complex.ofReal_sin]
  · rw [phase, ← Complex.exp_neg, ← neg_mul, Complex.exp_mul_I, Complex.cos_neg,
      Complex.sin_neg, Complex.ofReal_cos, Complex.ofReal_sin]
    ring
```

For $n<0$ only bonds $h$ enter, and

$$-h(z^{n-1}+rz^{-n+1})-h(z^{n+1}+rz^{-n-1})=-h(z+z^{-1})(z^n+rz^{-n}),$$

so the equation holds for any $r$. The same happens for $n>1$ with any $t$. At site 0,

$$-h(z^{-1}+rz)-wtz=-h(z+z^{-1})(1+r)\iff h(z+rz^{-1})=wtz.$$

At site 1,

$$-w(1+r)-htz^2=-h(z+z^{-1})tz\iff w(1+r)=ht.$$

```lean
/-- The lattice equation on the whole chain is equivalent to two matching conditions
at the junction. -/
theorem solution_iff_matching (h w k : ℝ) (r t : ℂ) :
    IsScatteringSolution h w k r t ↔
      (h : ℂ) * (phase k + r * (phase k)⁻¹) = w * t * phase k ∧
        (w : ℂ) * (1 + r) = h * t := by
  have hz : phase k ≠ 0 := Complex.exp_ne_zero _
  have hzy : phase k * (phase k)⁻¹ = 1 := mul_inv_cancel₀ hz
  have hE : (energy h k : ℂ) = -(h : ℂ) * (phase k + (phase k)⁻¹) := by
    rw [(phase_eq k).2, (phase_eq k).1, energy]
    push_cast
    ring
  -- the two sites next to the junction
  have v0 : hamiltonian h w (scatteringState k r t) 0 =
      -(h : ℂ) * ((phase k)⁻¹ + r * phase k) - w * (t * phase k) := by
    simp [hamiltonian, bond, scatteringState]
  have v1 : hamiltonian h w (scatteringState k r t) 1 =
      -(w : ℂ) * (1 + r) - h * (t * phase k ^ 2) := by
    norm_num [hamiltonian, bond, scatteringState, zpow_ofNat]
  have u0 : scatteringState k r t 0 = 1 + r := by simp [scatteringState]
  have u1 : scatteringState k r t 1 = t * phase k := by simp [scatteringState]
  constructor
  · intro H
    have h0 := H 0
    have h1 := H 1
    rw [v0, u0, hE] at h0
    rw [v1, u1, hE] at h1
    constructor
    · linear_combination h0
    · linear_combination -h1 + (h : ℂ) * t * hzy
  · rintro ⟨a, b⟩ n
    have e1 : phase k ^ (n - 1) = phase k ^ n * (phase k)⁻¹ := zpow_sub_one₀ hz n
    have e2 : phase k ^ (n + 1) = phase k ^ n * phase k := zpow_add_one₀ hz n
    have e3 : phase k ^ (-(n - 1)) = phase k ^ (-n) * phase k := by
      rw [show -(n - 1) = -n + 1 by ring, zpow_add_one₀ hz]
    have e4 : phase k ^ (-(n + 1)) = phase k ^ (-n) * (phase k)⁻¹ := by
      rw [show -(n + 1) = -n - 1 by ring, zpow_sub_one₀ hz]
    have cases4 : n < 0 ∨ n = 0 ∨ n = 1 ∨ 1 < n := by omega
    rcases cases4 with hn | hn | hn | hn
    · -- left half-chain
      simp only [hamiltonian, bond, scatteringState, if_neg (show ¬ n - 1 = 0 by omega),
        if_neg (show ¬ n = 0 by omega), if_pos (show n - 1 ≤ 0 by omega),
        if_pos (show n ≤ 0 by omega), if_pos (show n + 1 ≤ 0 by omega)]
      rw [hE, e1, e2, e3, e4]
      ring
    · subst hn
      rw [v0, u0, hE]
      linear_combination a
    · subst hn
      rw [v1, u1, hE]
      linear_combination -b + (h : ℂ) * t * hzy
    · -- right half-chain
      simp only [hamiltonian, bond, scatteringState, if_neg (show ¬ n - 1 = 0 by omega),
        if_neg (show ¬ n = 0 by omega), if_neg (show ¬ n - 1 ≤ 0 by omega),
        if_neg (show ¬ n ≤ 0 by omega), if_neg (show ¬ n + 1 ≤ 0 by omega)]
      rw [hE, e1, e2]
      ring
```

This equivalence needs no sign condition on $h$ or $w$. In one direction the proof reads off sites 0 and 1; in the other it splits the integers into the four cases above. `linear_combination` checks the algebra at the junction.

## Solving for the amplitudes

Separating real and imaginary parts,

$$D=(w^2-h^2)\cos k+i(w^2+h^2)\sin k,$$

and therefore

$$|D|^2=(w^2-h^2)^2\cos^2k+(w^2+h^2)^2\sin^2k=(h^2-w^2)^2+4h^2w^2\sin^2k.$$

```lean
/-- The squared modulus of the common denominator of the scattering amplitudes. -/
theorem normSq_denominator (h w k : ℝ) :
    normSq (denominator h w k) =
      (h ^ 2 - w ^ 2) ^ 2 + 4 * h ^ 2 * w ^ 2 * Real.sin k ^ 2 := by
  have hD : denominator h w k = (((w ^ 2 - h ^ 2) * Real.cos k : ℝ) : ℂ) +
      (((w ^ 2 + h ^ 2) * Real.sin k : ℝ) : ℂ) * I := by
    rw [denominator, (phase_eq k).2, (phase_eq k).1]
    push_cast
    ring
  rw [hD, Complex.normSq_add_mul_I]
  linear_combination (w ^ 2 - h ^ 2) ^ 2 * Real.sin_sq_add_cos_sq k
```

Inside the band $\sin k>0$, so the last term is positive and $D\neq0$.

```lean
/-- For positive hoppings and `0 < k < π`, the squared modulus of the denominator, written
out, is positive. -/
theorem denominator_pos {h w k : ℝ} (hh : 0 < h) (hw : 0 < w) (hk : 0 < k)
    (hkπ : k < Real.pi) :
    0 < (h ^ 2 - w ^ 2) ^ 2 + 4 * h ^ 2 * w ^ 2 * Real.sin k ^ 2 := by
  have hs := Real.sin_pos_of_pos_of_lt_pi hk hkπ
  positivity
```

To eliminate $r$, multiply the first junction equation by $w$ and the second by $hz^{-1}$, then subtract:

$$hw(z-z^{-1})=tD,\qquad t=\frac{2ihw\sin k}{D}.$$

To eliminate $t$, multiply the first by $h$ and the second by $wz$:

$$rD=(h^2-w^2)z,\qquad r=\frac{(h^2-w^2)z}{D}.$$

Conversely, inserting these values satisfies both equations.

```lean
/-- For positive hoppings and `0 < k < π`, the scattering state solves the lattice equation
for exactly one pair of amplitudes `r` and `t`, given here in closed form. -/
theorem solution_iff_amplitudes {h w k : ℝ} (hh : 0 < h) (hw : 0 < w) (hk : 0 < k)
    (hkπ : k < Real.pi) (r t : ℂ) :
    IsScatteringSolution h w k r t ↔
      t = 2 * I * h * w * Real.sin k / denominator h w k ∧
        r = ((h : ℂ) ^ 2 - (w : ℂ) ^ 2) * phase k / denominator h w k := by
  have hD : denominator h w k ≠ 0 := by
    rw [← Complex.normSq_pos, normSq_denominator]
    exact denominator_pos hh hw hk hkπ
  have hsin : 2 * I * h * w * Real.sin k = (h : ℂ) * w * (phase k - (phase k)⁻¹) := by
    rw [(phase_eq k).2, (phase_eq k).1]
    ring
  rw [solution_iff_matching, eq_div_iff hD, eq_div_iff hD, hsin]
  constructor
  · -- eliminate one amplitude at a time
    rintro ⟨a, b⟩
    unfold denominator
    constructor
    · linear_combination -(w : ℂ) * a + (h : ℂ) * (phase k)⁻¹ * b
    · linear_combination (w : ℂ) * phase k * b - (h : ℂ) * a
  · rintro ⟨eT, eR⟩
    constructor <;> apply mul_left_cancel₀ hD <;> unfold denominator at eT eR ⊢
    · linear_combination (h : ℂ) * (phase k)⁻¹ * eR - (w : ℂ) * phase k * eT
    · linear_combination (w : ℂ) * eR - (h : ℂ) * eT
```

The coefficients given to `linear_combination` are these multipliers, up to sign. For the converse, the proof multiplies each junction equation by $D$ and cancels it afterwards. Exactly one pair $(r,t)$ therefore solves the problem at each $k$ in the band.

## Transmission, and when it is perfect

The numerator of $t$ has squared modulus $4h^2w^2\sin^2k$; dividing by $|D|^2$ gives the transmission formula. The ratio is one exactly when numerator and denominator agree, that is, when $(h^2-w^2)^2=0$. Then $(w-h)(w+h)=0$, and since $w+h>0$, $w=h$.

```lean
/-- For positive hoppings and `0 < k < π`, every scattering solution has the stated
transmission probability, and it equals one exactly when `w = h`. -/
theorem transmission {h w k : ℝ} (hh : 0 < h) (hw : 0 < w) (hk : 0 < k)
    (hkπ : k < Real.pi) {r t : ℂ} (hs : IsScatteringSolution h w k r t) :
    ‖t‖ ^ 2 = 4 * h ^ 2 * w ^ 2 * Real.sin k ^ 2 /
        ((h ^ 2 - w ^ 2) ^ 2 + 4 * h ^ 2 * w ^ 2 * Real.sin k ^ 2) ∧
      (‖t‖ ^ 2 = 1 ↔ w = h) := by
  have hT : ‖t‖ ^ 2 = 4 * h ^ 2 * w ^ 2 * Real.sin k ^ 2 /
      ((h ^ 2 - w ^ 2) ^ 2 + 4 * h ^ 2 * w ^ 2 * Real.sin k ^ 2) := by
    have hnum : 2 * I * h * w * Real.sin k = ((2 * h * w * Real.sin k : ℝ) : ℂ) * I := by
      push_cast
      ring
    rw [((solution_iff_amplitudes hh hw hk hkπ r t).mp hs).1, Complex.sq_norm,
      Complex.normSq_div, normSq_denominator, hnum, Complex.normSq_mul,
      Complex.normSq_ofReal, Complex.normSq_I]
    congr 1
    ring
  refine ⟨hT, ?_⟩
  rw [hT, div_eq_one_iff_eq (denominator_pos hh hw hk hkπ).ne']
  constructor
  · intro e
    have h1 : (h ^ 2 - w ^ 2) ^ 2 = 0 := by linarith
    have h2 : h ^ 2 - w ^ 2 = 0 := pow_eq_zero_iff (two_ne_zero) |>.mp h1
    have h3 : (w - h) * (w + h) = 0 := by linear_combination -h2
    rcases mul_eq_zero.mp h3 with h4 | h4 <;> linarith
  · intro e
    rw [e]
    ring
```

The hypothesis `hs` says that $r$ and $t$ form a scattering solution; `hk` and `hkπ` exclude the band edges. For a nearly broken contact, $w\to0$ at fixed $h$ and $k$, the formula gives $|t|^2\approx 4(w/h)^2\sin^2k$: the transmission vanishes as the square of the junction hopping.

## A weak bond and its strong partner

Dividing numerator and denominator by $h^2w^2$,

$$|t|^2=\frac{4\sin^2k}{(h/w-w/h)^2+4\sin^2k}.$$

Replacing $w$ by $v=h^2/w$ exchanges $h/w$ and $w/h$ and leaves the square unchanged. A bond that is too strong thus reflects as much as its weak partner.

```lean
/-- Two positive junction hoppings `w` and `v` with `w v = h²` transmit equally at every
`0 < k < π`, for `h > 0`. -/
theorem weak_strong_duality {h w v k : ℝ} (hh : 0 < h) (hw : 0 < w) (hv : 0 < v)
    (hwv : w * v = h ^ 2) (hk : 0 < k) (hkπ : k < Real.pi) {r t r' t' : ℂ}
    (hs : IsScatteringSolution h w k r t) (hs' : IsScatteringSolution h v k r' t') :
    ‖t‖ ^ 2 = ‖t'‖ ^ 2 := by
  rw [(transmission hh hw hk hkπ hs).1, (transmission hh hv hk hkπ hs').1,
    div_eq_div_iff (denominator_pos hh hw hk hkπ).ne' (denominator_pos hh hv hk hkπ).ne']
  linear_combination
    -4 * h ^ 2 * Real.sin k ^ 2 * (w - v) * (w + v) * (h ^ 2 + w * v) * hwv
```

The Lean proof cross-multiplies the two fractions and uses $wv=h^2$. For example, take $h=1$, $w=\tfrac12$ and $k=\pi/6$, so that $\sin^2k=\tfrac14$. Then

$$|t|^2=\frac{1/4}{9/16+1/4}=\frac{4}{13}.$$

The partner $v=2$ gives $4/(9+4)=4/13$ as well.

## The best transmission in the band

At $k=\pi/2$ the denominator becomes $(h^2-w^2)^2+4h^2w^2=(h^2+w^2)^2$, so $|t|^2=4h^2w^2/(h^2+w^2)^2$. No other $k$ does better: after cross-multiplication, the right side of

$$\frac{4h^2w^2\sin^2k}{(h^2-w^2)^2+4h^2w^2\sin^2k}\le\frac{4h^2w^2}{(h^2+w^2)^2}$$

exceeds the left by $4h^2w^2(h^2-w^2)^2\cos^2k\ge0$. With $h=1$ and $w=\tfrac12$ the maximum is $1/(25/16)=16/25$.

```lean
/-- For positive hoppings and `0 < k < π`, the transmission probability is at most
`4h²w²/(h² + w²)²`, and it takes this value at the band centre `k = π/2`. -/
theorem transmission_le_band_centre {h w k : ℝ} (hh : 0 < h) (hw : 0 < w) (hk : 0 < k)
    (hkπ : k < Real.pi) {r t : ℂ} (hs : IsScatteringSolution h w k r t) :
    ‖t‖ ^ 2 ≤ 4 * h ^ 2 * w ^ 2 / (h ^ 2 + w ^ 2) ^ 2 ∧
      (k = Real.pi / 2 → ‖t‖ ^ 2 = 4 * h ^ 2 * w ^ 2 / (h ^ 2 + w ^ 2) ^ 2) := by
  rw [(transmission hh hw hk hkπ hs).1]
  constructor
  · rw [div_le_div_iff₀ (denominator_pos hh hw hk hkπ) (by positivity)]
    -- the two sides differ by a multiple of (h² - w²)² cos² k
    have key : 4 * h ^ 2 * w ^ 2 *
          ((h ^ 2 - w ^ 2) ^ 2 + 4 * h ^ 2 * w ^ 2 * Real.sin k ^ 2) -
        4 * h ^ 2 * w ^ 2 * Real.sin k ^ 2 * (h ^ 2 + w ^ 2) ^ 2 =
        4 * h ^ 2 * w ^ 2 * ((h ^ 2 - w ^ 2) ^ 2 * Real.cos k ^ 2) := by
      linear_combination
        -4 * h ^ 2 * w ^ 2 * (h ^ 2 - w ^ 2) ^ 2 * Real.sin_sq_add_cos_sq k
    have hpos : 0 ≤ 4 * h ^ 2 * w ^ 2 * ((h ^ 2 - w ^ 2) ^ 2 * Real.cos k ^ 2) := by
      positivity
    linarith
  · intro e
    rw [e, Real.sin_pi_div_two]
    congr 1 <;> ring

end

end JoinedHalfChains
```

In the proof, `key` is this difference and `hpos` its sign.

```lean
#print axioms JoinedHalfChains.transmission
#print axioms JoinedHalfChains.weak_strong_duality
#print axioms JoinedHalfChains.transmission_le_band_centre
```

```
'JoinedHalfChains.transmission' depends on axioms: [propext, Classical.choice, Quot.sound]
'JoinedHalfChains.weak_strong_duality' depends on axioms: [propext, Classical.choice, Quot.sound]
'JoinedHalfChains.transmission_le_band_centre' depends on axioms: [propext, Classical.choice, Quot.sound]
```
